# Under a pair potential, a compressed bcc nearest-neighbour bond loses energy for small Bain strains at constant volume

A Bain strain at constant volume lengthens every nearest-neighbour bond of a bcc crystal. If the two atoms of such a bond repel each other, a small strain therefore lowers the bond energy. The curvature of that energy is computed here for a pair potential φ that is twice differentiable at positive distances. Many pair potentials diverge at zero distance, so differentiability on the whole real line would exclude them. Positive distances are enough because a volume-preserving stretch never shrinks a bond to zero length. Continuity of the second derivative is not needed.

## Stretching one bond at constant volume

Measure lengths in units of half the cubic lattice constant. A bcc nearest-neighbour bond is then the vector (1, 1, 1), of length √3. The Bain path deforms the crystal by

F(s) = diag(s, s, 1/s²), s > 0,

with det F(s) = s · s · 1/s² = 1. The undistorted bcc lattice is at s = 1, and fcc is reached at s = 2^(−1/6), where the axial ratio 1/s³ equals √2.

Write L(s) for the stretched bond length and E(s) = φ(L(s)) for the bond energy. A bond is compressed when φ'(√3) < 0, that is, when its two atoms repel each other.

## The slope vanishes and the curvature is 4√3 φ'(√3)

For a general nonzero bond v = (v₀, v₁, v₂), put a = v₀² + v₁² and b = v₂². Then

L² = a s² + b/s⁴.

Differentiating gives 2LL' = 2as − 4b/s⁵, so

L' = N/L, with N = as − 2b/s⁵ and N' = a + 10b/s⁶.

The quotient rule, with L' = N/L inserted, gives

L'' = N'/L − N²/L³,

and the chain rule gives

E' = φ'(L) L',
E'' = φ''(L) L'² + φ'(L) L''.

For the bond (1, 1, 1), a = 2 and b = 1. At s = 1 this means L = √3, N = 0 and N' = 12. Hence L' = 0 and L'' = 12/√3 = 4√3, so

E'(1) = 0,
E''(1) = 4√3 φ'(√3).

The φ'' term drops out because the length does not change to first order.

The bond in fact lengthens for every positive s ≠ 1, since

L² − 3 = 2s² + 1/s⁴ − 3 = (s² − 1)²(2s² + 1)/s⁴ > 0.

If φ'(√3) < 0, a slightly longer bond has lower energy, so s = 1 is a strict local maximum of E.

## An inverse-square repulsion

Take φ(r) = 1/r². Then φ'(√3) = −2/(3√3), and the formula gives E''(1) = −8/3. At s = 1.01,

L² = 2.040200 + 0.960980 = 3.001180,
E(1.01) − E(1) = 1/3.001180 − 1/3 ≈ −1.311 × 10⁻⁴.

The quadratic estimate ½ · (−8/3) · 0.01² ≈ −1.333 × 10⁻⁴ agrees up to higher-order terms.

## What the theorems say

`bainStretch s` is the matrix F(s), `bondLength v s` is the Euclidean length of the stretched vector, and `bondEnergy φ v s` is φ of that length. Vectors have type `Fin 3 → ℝ`, with components numbered 0, 1, 2.

`HasDerivAt f d x` says that f is differentiable at x with derivative d. In `nearest_bond_curvature`, the names `φ'` and `φ''` stand for functions, and the hypotheses `h1` and `h2` make them the first and second derivatives of φ at every r > 0. The conclusion has three parts: the explicit formula for E(s), the zero slope at 1, and the derivative of `deriv (bondEnergy φ ![1, 1, 1])` at 1. The formula is stated for all real s, but at s = 0 it reflects only Lean's convention 1/0 = 0.

`compressed_bond_unstable` needs less: a single derivative c < 0 of φ at √3. Its quantifier `∀ᶠ s in 𝓝[≠] (1 : ℝ)` means "for all s sufficiently close to 1 but different from 1".

These are statements about one bond in a static pair-potential model. All eight nearest-neighbour bonds (±1, ±1, ±1) have the same stretched length, so the sign of φ'(√3) is also the sign of their total contribution to the energy curvature at s = 1 along this path. Whether the whole crystal is unstable along the path also depends on more distant neighbours, which may compensate.

## The complete file

```lean
import Mathlib

open Matrix Filter Topology

namespace BainPathStability

noncomputable section

/-- The tetragonal stretch diag(s, s, 1/s²) of the Bain path, for s ≠ 0. -/
def bainStretch (s : ℝ) : Matrix (Fin 3) (Fin 3) ℝ :=
  Matrix.diagonal ![s, s, 1 / s ^ 2]

/-- The Euclidean length of the bond vector v after the Bain stretch, for s ≠ 0. -/
def bondLength (v : Fin 3 → ℝ) (s : ℝ) : ℝ :=
  √((bainStretch s *ᵥ v) ⬝ᵥ (bainStretch s *ᵥ v))

/-- The energy of the stretched bond v in the pair potential φ, for s ≠ 0. -/
def bondEnergy (φ : ℝ → ℝ) (v : Fin 3 → ℝ) (s : ℝ) : ℝ := φ (bondLength v s)

/-- The Bain stretch with s ≠ 0 preserves volume. -/
theorem det_bainStretch {s : ℝ} (hs : s ≠ 0) : (bainStretch s).det = 1 := by
  rw [bainStretch, Matrix.det_diagonal, Fin.prod_univ_three]
  change s * s * (1 / s ^ 2) = 1
  field_simp

/-- The length of a stretched bond in terms of its Cartesian components. -/
theorem bondLength_eq (v : Fin 3 → ℝ) (s : ℝ) :
    bondLength v s = √((v 0 ^ 2 + v 1 ^ 2) * s ^ 2 + v 2 ^ 2 / s ^ 4) := by
  unfold bondLength
  congr 1
  simp only [bainStretch, dotProduct, Matrix.mulVec_diagonal, Fin.sum_univ_three]
  change s * v 0 * (s * v 0) + s * v 1 * (s * v 1) +
    1 / s ^ 2 * v 2 * (1 / s ^ 2 * v 2) = _
  ring

/-- The length of the stretched bcc nearest-neighbour bond (1,1,1). -/
theorem nearest_length (s : ℝ) :
    bondLength ![1, 1, 1] s = √(2 * s ^ 2 + 1 / s ^ 4) := by
  rw [bondLength_eq]
  change √(((1 : ℝ) ^ 2 + 1 ^ 2) * s ^ 2 + 1 ^ 2 / s ^ 4) = _
  norm_num

/-- A nonzero bond keeps a positive length under the stretch with s > 0. -/
theorem bondLength_pos {v : Fin 3 → ℝ} (hv : v ≠ 0) {s : ℝ} (hs : 0 < s) :
    0 < bondLength v s := by
  have hsum : 0 < v 0 ^ 2 + v 1 ^ 2 + v 2 ^ 2 := by
    by_contra h
    have a0 := sq_nonneg (v 0)
    have a1 := sq_nonneg (v 1)
    have a2 := sq_nonneg (v 2)
    have h0 : v 0 = 0 := (pow_eq_zero_iff two_ne_zero).1 (by linarith)
    have h1 : v 1 = 0 := (pow_eq_zero_iff two_ne_zero).1 (by linarith)
    have h2 : v 2 = 0 := (pow_eq_zero_iff two_ne_zero).1 (by linarith)
    apply hv
    ext i
    fin_cases i
    · exact h0
    · exact h1
    · exact h2
  rw [bondLength_eq]
  apply Real.sqrt_pos.2
  rcases (sq_nonneg (v 2)).eq_or_lt with h | h
  · exact add_pos_of_pos_of_nonneg (mul_pos (by linarith) (by positivity)) (by positivity)
  · exact add_pos_of_nonneg_of_pos (by positivity) (div_pos h (by positivity))

/-- The rate at which a nonzero bond changes its length along the Bain path, at s > 0. -/
theorem hasDerivAt_bondLength {v : Fin 3 → ℝ} (hv : v ≠ 0) {s : ℝ} (hs : 0 < s) :
    HasDerivAt (bondLength v)
      (((v 0 ^ 2 + v 1 ^ 2) * s - 2 * v 2 ^ 2 / s ^ 5) / bondLength v s) s := by
  have h : HasDerivAt (fun t : ℝ => (v 0 ^ 2 + v 1 ^ 2) * t ^ 2 + v 2 ^ 2 / t ^ 4)
      (2 * ((v 0 ^ 2 + v 1 ^ 2) * s - 2 * v 2 ^ 2 / s ^ 5)) s := by
    refine (((hasDerivAt_pow 2 s).const_mul (v 0 ^ 2 + v 1 ^ 2)).fun_add
      ((hasDerivAt_const s (v 2 ^ 2)).fun_div (hasDerivAt_pow 4 s)
        (by positivity))).congr_deriv ?_
    norm_num
    field_simp
    ring
  have hp := bondLength_pos hv hs
  rw [bondLength_eq] at hp
  rw [funext (bondLength_eq v)]
  exact (h.sqrt (Real.sqrt_pos.1 hp).ne').congr_deriv (mul_div_mul_left _ _ two_ne_zero)

/-- The slope of the energy of a nonzero bond at s > 0, for a pair potential φ that is
differentiable at positive distances with derivative φ'. -/
theorem hasDerivAt_bondEnergy {φ φ' : ℝ → ℝ} (h1 : ∀ r > 0, HasDerivAt φ (φ' r) r)
    {v : Fin 3 → ℝ} (hv : v ≠ 0) {s : ℝ} (hs : 0 < s) :
    HasDerivAt (bondEnergy φ v) (φ' (bondLength v s) *
      (((v 0 ^ 2 + v 1 ^ 2) * s - 2 * v 2 ^ 2 / s ^ 5) / bondLength v s)) s :=
  (h1 _ (bondLength_pos hv hs)).comp s (hasDerivAt_bondLength hv hs)

/-- The curvature at s = 1 of the energy of any nonzero bond, for a pair potential φ that is
twice differentiable at positive distances with derivatives φ' and φ''. -/
theorem bond_curvature {φ φ' φ'' : ℝ → ℝ} (h1 : ∀ r > 0, HasDerivAt φ (φ' r) r)
    (h2 : ∀ r > 0, HasDerivAt φ' (φ'' r) r) {v : Fin 3 → ℝ} (hv : v ≠ 0) :
    HasDerivAt (deriv (bondEnergy φ v))
      (φ'' (bondLength v 1) * (v 0 ^ 2 + v 1 ^ 2 - 2 * v 2 ^ 2) ^ 2 / bondLength v 1 ^ 2 +
        φ' (bondLength v 1) * ((v 0 ^ 2 + v 1 ^ 2 + 10 * v 2 ^ 2) / bondLength v 1 -
          (v 0 ^ 2 + v 1 ^ 2 - 2 * v 2 ^ 2) ^ 2 / bondLength v 1 ^ 3)) 1 := by
  have h01 : (0 : ℝ) < 1 := one_pos
  have hpos : 0 < bondLength v 1 := bondLength_pos hv h01
  have hne := hpos.ne'
  have hL := hasDerivAt_bondLength hv h01
  have hN : HasDerivAt (fun t : ℝ => (v 0 ^ 2 + v 1 ^ 2) * t - 2 * v 2 ^ 2 / t ^ 5)
      (v 0 ^ 2 + v 1 ^ 2 + 10 * v 2 ^ 2) 1 := by
    refine (((hasDerivAt_id' (1 : ℝ)).const_mul (v 0 ^ 2 + v 1 ^ 2)).fun_sub
      ((hasDerivAt_const (1 : ℝ) (2 * v 2 ^ 2)).fun_div (hasDerivAt_pow 5 (1 : ℝ))
        (by norm_num))).congr_deriv ?_
    norm_num
    ring
  -- product rule for the slope φ'(r) r'
  have hD := ((h2 _ hpos).comp 1 hL).fun_mul (hN.fun_div hL hne)
  refine (hD.congr_of_eventuallyEq ?_).congr_deriv ?_
  · filter_upwards [Ioi_mem_nhds h01] with t ht
    exact (hasDerivAt_bondEnergy h1 hv ht).deriv
  · simp only [Function.comp_apply, one_pow, mul_one, div_one]
    field_simp

/-- For a pair potential twice differentiable at positive distances, the energy
E(s) = φ(√(2s² + 1/s⁴)) of a bcc nearest-neighbour bond has E'(1) = 0 and
E''(1) = 4√3 φ'(√3). -/
theorem nearest_bond_curvature {φ φ' φ'' : ℝ → ℝ} (h1 : ∀ r > 0, HasDerivAt φ (φ' r) r)
    (h2 : ∀ r > 0, HasDerivAt φ' (φ'' r) r) :
    (∀ s, bondEnergy φ ![1, 1, 1] s = φ (√(2 * s ^ 2 + 1 / s ^ 4))) ∧
    HasDerivAt (bondEnergy φ ![1, 1, 1]) 0 1 ∧
    HasDerivAt (deriv (bondEnergy φ ![1, 1, 1])) (4 * √3 * φ' (√3)) 1 := by
  have hv : (![1, 1, 1] : Fin 3 → ℝ) ≠ 0 := fun h => by simpa using congrFun h 0
  have hl : bondLength ![1, 1, 1] 1 = √3 := by rw [nearest_length]; norm_num
  refine ⟨fun s => congrArg φ (nearest_length s), ?_, ?_⟩
  · refine (hasDerivAt_bondEnergy h1 hv one_pos).congr_deriv ?_
    change _ * ((((1 : ℝ) ^ 2 + 1 ^ 2) * 1 - 2 * 1 ^ 2 / 1 ^ 5) / _) = 0
    norm_num
  · refine (bond_curvature h1 h2 hv).congr_deriv ?_
    rw [hl]
    change _ * ((1 : ℝ) ^ 2 + 1 ^ 2 - 2 * 1 ^ 2) ^ 2 / _ + _ *
      (((1 : ℝ) ^ 2 + 1 ^ 2 + 10 * 1 ^ 2) / _ - ((1 : ℝ) ^ 2 + 1 ^ 2 - 2 * 1 ^ 2) ^ 2 / _) = _
    have h3 : (12 : ℝ) / √3 = 4 * √3 := by
      rw [div_eq_iff (by positivity)]
      nlinarith [Real.sq_sqrt (show (0 : ℝ) ≤ 3 by norm_num)]
    rw [← h3]
    ring

/-- Every Bain stretch with s > 0 and s ≠ 1 lengthens the bcc nearest-neighbour bond. -/
theorem nearest_bond_lengthens {s : ℝ} (hs : 0 < s) (h : s ≠ 1) :
    √3 < bondLength ![1, 1, 1] s := by
  rw [bondLength_eq]
  change √3 < √(((1 : ℝ) ^ 2 + 1 ^ 2) * s ^ 2 + 1 ^ 2 / s ^ 4)
  apply Real.sqrt_lt_sqrt (by norm_num)
  have hne : s ^ 2 - 1 ≠ 0 := by
    rw [show s ^ 2 - 1 = (s - 1) * (s + 1) by ring]
    exact mul_ne_zero (sub_ne_zero.2 h) (by positivity)
  have hp : 0 < (s ^ 2 - 1) ^ 2 := lt_of_le_of_ne (sq_nonneg _) (pow_ne_zero 2 hne).symm
  have hq : 0 < (s ^ 2 - 1) ^ 2 * (2 * s ^ 2 + 1) / s ^ 4 :=
    div_pos (mul_pos hp (by positivity)) (by positivity)
  have he : ((1 : ℝ) ^ 2 + 1 ^ 2) * s ^ 2 + 1 ^ 2 / s ^ 4 - 3 =
      (s ^ 2 - 1) ^ 2 * (2 * s ^ 2 + 1) / s ^ 4 := by
    field_simp
    ring
  linarith

/-- If the pair potential has negative slope at the bcc nearest-neighbour distance √3, every
sufficiently small nonzero Bain strain lowers the nearest-neighbour bond energy. -/
theorem compressed_bond_unstable {φ : ℝ → ℝ} {c : ℝ} (hφ : HasDerivAt φ c (√3))
    (hc : c < 0) :
    ∀ᶠ s in 𝓝[≠] (1 : ℝ), bondEnergy φ ![1, 1, 1] s < bondEnergy φ ![1, 1, 1] 1 := by
  have hv : (![1, 1, 1] : Fin 3 → ℝ) ≠ 0 := fun h => by simpa using congrFun h 0
  have hl : bondLength ![1, 1, 1] 1 = √3 := by rw [nearest_length]; norm_num
  have hlong : ∀ᶠ s in 𝓝[≠] (1 : ℝ), √3 < bondLength ![1, 1, 1] s := by
    filter_upwards [self_mem_nhdsWithin,
      mem_nhdsWithin_of_mem_nhds (Ioi_mem_nhds (one_pos : (0 : ℝ) < 1))] with s h hs
    exact nearest_bond_lengthens hs h
  have hcont : Tendsto (bondLength ![1, 1, 1]) (𝓝 1) (𝓝 (√3)) := by
    have h := (hasDerivAt_bondLength hv one_pos).continuousAt.tendsto
    rwa [hl] at h
  have ht : Tendsto (bondLength ![1, 1, 1]) (𝓝[≠] 1) (𝓝[≠] (√3)) :=
    tendsto_nhdsWithin_iff.2 ⟨hcont.mono_left nhdsWithin_le_nhds, hlong.mono fun _ h => h.ne'⟩
  -- near √3 the difference quotient of φ is negative, and the bond only gets longer
  have hslope := ht.eventually ((hasDerivAt_iff_tendsto_slope.1 hφ).eventually_lt_const hc)
  filter_upwards [hlong, hslope] with s h hs
  rw [slope_def_field, div_lt_iff₀ (sub_pos.2 h), zero_mul] at hs
  unfold bondEnergy
  rw [hl]
  linarith

end

end BainPathStability
```

```lean
#print axioms BainPathStability.det_bainStretch
#print axioms BainPathStability.nearest_bond_curvature
#print axioms BainPathStability.compressed_bond_unstable
```

```
'BainPathStability.det_bainStretch' depends on axioms: [propext, Classical.choice, Quot.sound]
'BainPathStability.nearest_bond_curvature' depends on axioms: [propext, Classical.choice, Quot.sound]
'BainPathStability.compressed_bond_unstable' depends on axioms: [propext, Classical.choice, Quot.sound]
```

## From bond length to instability

`det_bainStretch` multiplies the diagonal entries. `bondLength_eq` expands the dot product into the formula for L², and `nearest_length` specialises it to (1, 1, 1). `bondLength_pos` shows that a nonzero bond keeps a positive length, which permits both differentiating the square root and using the hypotheses on φ.

`hasDerivAt_bondLength` is the step L' = N/L, and `hasDerivAt_bondEnergy` adds the chain rule. In `bond_curvature`, `hN` differentiates N and `hD` applies the product rule to φ'(L) · N/L. `nearest_bond_curvature` then inserts the components of (1, 1, 1) and simplifies 12/√3 to 4√3.

`nearest_bond_lengthens` proves the factorisation of L² − 3 and its positivity. `compressed_bond_unstable` combines this with the difference quotient

(φ(L) − φ(√3))/(L − √3).

As s → 1, L approaches √3 from above, so the quotient tends to c and is eventually negative. Its denominator is positive, hence φ(L) < φ(√3).

## Differentiating a derivative known only nearby

The second derivative turns on `HasDerivAt.congr_of_eventuallyEq`. The function to be differentiated is `deriv (bondEnergy φ v)`, but its explicit formula is available only for s > 0. Agreement at the single point s = 1 would not determine its derivative there; agreement on a neighbourhood does.

The lemma transfers a derivative between two functions that agree near the point. The line `filter_upwards [Ioi_mem_nhds h01]` supplies the neighbourhood, because the positive numbers surround 1. On it, `hasDerivAt_bondEnergy` identifies `deriv` with the explicit slope, and the derivative found in `hD` carries over.
